# Discarding the largest DIIS error can be the worst deletion: a three-vector example

Dropping the stored DIIS error with the largest norm can remove the very vector that lets the extrapolated error vanish. Take $e_1=(1,0)$, $e_2=(1,1)$ and $e_3=(-3,0)$. The largest is $e_3$, yet $e_1$ and $e_3$ have a combination with coefficients summing to one that is exactly zero, while every such combination of $e_1$ and $e_2$ has norm at least 1. I can see this from a sketch, but I would like a rigorous version, checked by machine, that also says how the other deletions compare. Can this be done in Lean 4?

## The least residual is the distance from the origin to a line

Yes. The example holds for every $e_3=(-R,0)$ with $R>\sqrt2$, and discarding $e_3$ is then the worst of the three possible deletions, as measured by the least residual of the pair that remains.

Let $a\neq b$ be the two retained errors, and let $c+d=1$. The extrapolated error is $ca+db=b+c(a-b)$, a point on the line through $a$ and $b$. Write $D=\|a-b\|^2>0$. Then

$$\|ca+db\|^2=\|b\|^2+2c\langle b,a-b\rangle+c^2D .$$

Multiplying by $D$ and completing the square gives

$$D\,\|ca+db\|^2=\bigl(cD+\langle b,a-b\rangle\bigr)^2+\|b\|^2D-\langle b,a-b\rangle^2 .$$

The last two terms do not depend on $c$. With $D=\|a\|^2-2\langle a,b\rangle+\|b\|^2$ and $\langle b,a-b\rangle=\langle a,b\rangle-\|b\|^2$, they reduce to the Gram determinant

$$G=\|a\|^2\|b\|^2-\langle a,b\rangle^2 .$$

The square vanishes at $c=-\langle b,a-b\rangle/D$, so the least squared residual is $G/D$. For $a=(x,y)$ and $b=(u,v)$ in the plane,

$$G=(x^2+y^2)(u^2+v^2)-(xu+yv)^2=(xv-yu)^2 .$$

The three deletions therefore give:

| Discarded | Retained | Least squared residual |
|---|---|---|
| $e_3$ | $e_1,e_2$ | $1^2/1=1$ |
| $e_1$ | $e_2,e_3$ | $R^2/((1+R)^2+1)$ |
| $e_2$ | $e_1,e_3$ | $0$ |

The middle value is below 1 because $(1+R)^2+1>R^2$ for $R>0$. The squared norms of the errors are $1$, $2$ and $R^2$, so $e_3$ is the largest when $R>\sqrt2$.

## The numbers for $R=3$

- For $e_1$ and $e_3$, the coefficients $\tfrac34$ and $\tfrac14$ give $\tfrac34(1,0)+\tfrac14(-3,0)=(0,0)$.
- For $e_2$ and $e_3$, the optimal coefficients are $\tfrac{12}{17}$ and $\tfrac5{17}$. The extrapolated error is $(-\tfrac3{17},\tfrac{12}{17})$, with squared norm $\tfrac{153}{289}=\tfrac9{17}$.
- For $e_1$ and $e_2$, the combination is $(1,d)$, with squared norm $1+d^2\ge1$.

## The Lean file

```lean
import Mathlib

namespace DIISDiscardLargest

noncomputable section

variable {V : Type*} [NormedAddCommGroup V] [InnerProductSpace ℝ V]

/-- The squared norms of all extrapolated errors `c a + d b` whose DIIS coefficients sum to one. -/
def pairResiduals (a b : V) : Set ℝ :=
  {r | ∃ c d : ℝ, c + d = 1 ∧ r = ‖c • a + d • b‖ ^ 2}

/-- Completing the square: the squared extrapolated error, times the squared distance of the two
errors, is their Gram determinant plus a square that depends on the coefficient. -/
theorem residual_complete_square (a b : V) {c d : ℝ} (h : c + d = 1) :
    ‖a - b‖ ^ 2 * ‖c • a + d • b‖ ^ 2 =
      (‖a‖ ^ 2 * ‖b‖ ^ 2 - inner ℝ a b ^ 2) +
        (c * ‖a - b‖ ^ 2 + inner ℝ b (a - b)) ^ 2 := by
  obtain rfl : d = 1 - c := by linarith
  simp only [← real_inner_self_eq_norm_sq, inner_add_left, inner_add_right, inner_sub_left,
    inner_sub_right, real_inner_smul_left, real_inner_smul_right]
  rw [real_inner_comm a b]
  ring

/-- For two distinct errors, the least squared DIIS residual is their Gram determinant divided by
their squared distance. -/
theorem isLeast_pairResiduals {a b : V} (hab : a ≠ b) :
    IsLeast (pairResiduals a b)
      ((‖a‖ ^ 2 * ‖b‖ ^ 2 - inner ℝ a b ^ 2) / ‖a - b‖ ^ 2) := by
  have hpos : 0 < ‖a - b‖ ^ 2 := by
    have := norm_pos_iff.2 (sub_ne_zero.2 hab)
    positivity
  constructor
  · -- the optimal coefficient makes the square vanish
    refine ⟨-inner ℝ b (a - b) / ‖a - b‖ ^ 2, 1 - -inner ℝ b (a - b) / ‖a - b‖ ^ 2,
      by ring, ?_⟩
    have key := residual_complete_square a b
      (c := -inner ℝ b (a - b) / ‖a - b‖ ^ 2)
      (d := 1 - -inner ℝ b (a - b) / ‖a - b‖ ^ 2) (by ring)
    have hc : -inner ℝ b (a - b) / ‖a - b‖ ^ 2 * ‖a - b‖ ^ 2 + inner ℝ b (a - b) = 0 := by
      rw [div_mul_cancel₀ _ hpos.ne']
      ring
    rw [hc] at key
    rw [div_eq_iff hpos.ne']
    linear_combination -key
  · -- for any other coefficient the square only adds to the residual
    rintro r ⟨c, d, h, rfl⟩
    rw [div_le_iff₀ hpos]
    have key := residual_complete_square a b h
    have hs := sq_nonneg (c * ‖a - b‖ ^ 2 + inner ℝ b (a - b))
    linarith

/-- Two distinct errors can be extrapolated to zero exactly when their Gram determinant
vanishes. -/
theorem zero_mem_pairResiduals_iff {a b : V} (hab : a ≠ b) :
    0 ∈ pairResiduals a b ↔ ‖a‖ ^ 2 * ‖b‖ ^ 2 - inner ℝ a b ^ 2 = 0 := by
  constructor
  · rintro ⟨c, d, h, h0⟩
    have key := residual_complete_square a b h
    rw [← h0, mul_zero] at key
    have hs := sq_nonneg (c * ‖a - b‖ ^ 2 + inner ℝ b (a - b))
    -- the Gram determinant is nonnegative by Cauchy-Schwarz
    have cs := real_inner_mul_inner_self_le a b
    simp only [real_inner_self_eq_norm_sq] at cs
    nlinarith
  · intro hG
    have hmem := (isLeast_pairResiduals hab).1
    rwa [hG, zero_div] at hmem

/-- The plane of two-component error vectors with the Euclidean norm. -/
abbrev Plane := EuclideanSpace ℝ (Fin 2)

/-- For two distinct errors in the plane, the least squared DIIS residual is the square of their
determinant divided by their squared distance. -/
theorem isLeast_plane (x y u v : ℝ) (h : x ≠ u ∨ y ≠ v) :
    IsLeast (pairResiduals (!₂[x, y] : Plane) !₂[u, v])
      ((x * v - y * u) ^ 2 / ((x - u) ^ 2 + (y - v) ^ 2)) := by
  have hne : (!₂[x, y] : Plane) ≠ !₂[u, v] := by
    intro hEq
    have h0 : x = u := by simpa using congrArg (fun w : Plane => w 0) hEq
    have h1 : y = v := by simpa using congrArg (fun w : Plane => w 1) hEq
    exact h.elim (fun k => k h0) (fun k => k h1)
  have hn : ∀ p q : ℝ, ‖(!₂[p, q] : Plane)‖ ^ 2 = p ^ 2 + q ^ 2 := by
    intro p q
    simp [EuclideanSpace.norm_sq_eq, Fin.sum_univ_two]
  have hi : inner ℝ (!₂[x, y] : Plane) !₂[u, v] = x * u + y * v := by
    simp [PiLp.inner_apply, Fin.sum_univ_two]
    ring
  convert isLeast_pairResiduals hne using 1
  rw [norm_sub_sq_real, hn, hn, hi]
  congr 1 <;> ring

/-- The first stored error, `(1, 0)`. -/
def e1 : Plane := !₂[1, 0]

/-- The second stored error, `(1, 1)`. -/
def e2 : Plane := !₂[1, 1]

/-- The third stored error, `(-R, 0)`. -/
def e3 (R : ℝ) : Plane := !₂[-R, 0]

/-- For `R > √2` the errors are ordered by norm as `e1 < e2 < e3`. -/
theorem norm_ordering {R : ℝ} (hR : √2 < R) : ‖e1‖ < ‖e2‖ ∧ ‖e2‖ < ‖e3 R‖ := by
  have hR0 : 0 < R := (Real.sqrt_nonneg 2).trans_lt hR
  have hR2 : 2 < R ^ 2 := (Real.sqrt_lt' hR0).1 hR
  have n1 : ‖e1‖ ^ 2 = 1 := by
    simp [e1, EuclideanSpace.norm_sq_eq, Fin.sum_univ_two]
  have n2 : ‖e2‖ ^ 2 = 2 := by
    simp [e2, EuclideanSpace.norm_sq_eq, Fin.sum_univ_two]
    norm_num
  have n3 : ‖e3 R‖ ^ 2 = R ^ 2 := by
    simp [e3, EuclideanSpace.norm_sq_eq, Fin.sum_univ_two]
  constructor
  · exact lt_of_pow_lt_pow_left₀ 2 (norm_nonneg _) (by rw [n1, n2]; norm_num)
  · exact lt_of_pow_lt_pow_left₀ 2 (norm_nonneg _) (by rw [n2, n3]; exact hR2)

/-- The least squared residual is `1` after discarding `e3`, `R² / ((1 + R)² + 1) < 1` after
discarding `e1`, and `0` after discarding `e2`, for every `R > 0`. -/
theorem residuals_after_discarding {R : ℝ} (hR : 0 < R) :
    IsLeast (pairResiduals e1 e2) 1 ∧
    IsLeast (pairResiduals e2 (e3 R)) (R ^ 2 / ((1 + R) ^ 2 + 1)) ∧
    R ^ 2 / ((1 + R) ^ 2 + 1) < 1 ∧
    IsLeast (pairResiduals e1 (e3 R)) 0 := by
  have hne : (1 : ℝ) ≠ -R := by
    intro h
    linarith
  unfold e1 e2 e3
  refine ⟨?_, ?_, ?_, ?_⟩
  · convert isLeast_plane 1 0 1 1 (Or.inr (by norm_num)) using 1
    norm_num
  · convert isLeast_plane 1 1 (-R) 0 (Or.inl hne) using 1
    congr 1 <;> ring
  · rw [div_lt_one (by positivity)]
    nlinarith
  · convert isLeast_plane 1 0 (-R) 0 (Or.inl hne) using 1
    simp

/-- Counter-example to discarding the largest error: `e3 = (-3, 0)` has the largest norm, yet a
sum-one combination of `e1` and `e3` is zero, while every sum-one combination of `e1` and `e2` has
norm at least `1`. -/
theorem discard_largest_counterexample :
    (‖e1‖ < ‖e3 3‖ ∧ ‖e2‖ < ‖e3 3‖) ∧
    (∃ c d : ℝ, c + d = 1 ∧ c • e1 + d • e3 3 = 0) ∧
    (∀ c d : ℝ, c + d = 1 → 1 ≤ ‖c • e1 + d • e2‖) := by
  have h3 : √2 < (3 : ℝ) := (Real.sqrt_lt' (by norm_num)).2 (by norm_num)
  obtain ⟨h12, h23⟩ := norm_ordering h3
  obtain ⟨hl, -, -, hz⟩ := residuals_after_discarding (R := 3) (by norm_num)
  refine ⟨⟨h12.trans h23, h23⟩, ?_, ?_⟩
  · -- the least residual zero is attained
    obtain ⟨c, d, h, h0⟩ := hz.1
    exact ⟨c, d, h, norm_eq_zero.1 ((pow_eq_zero_iff two_ne_zero).1 h0.symm)⟩
  · -- the least squared residual one bounds every norm from below
    intro c d h
    have h1 : (1 : ℝ) ≤ ‖c • e1 + d • e2‖ ^ 2 := hl.2 ⟨c, d, h, rfl⟩
    nlinarith [norm_nonneg (c • e1 + d • e2)]

end

end DIISDiscardLargest
```

```lean
#print axioms DIISDiscardLargest.zero_mem_pairResiduals_iff
#print axioms DIISDiscardLargest.discard_largest_counterexample
```

```
'DIISDiscardLargest.zero_mem_pairResiduals_iff' depends on axioms: [propext, Classical.choice, Quot.sound]
'DIISDiscardLargest.discard_largest_counterexample' depends on axioms: [propext, Classical.choice, Quot.sound]
```

## What the theorems say about DIIS

Errors are vectors in a real inner product space `V` of any dimension; the example lives in `Plane`, the two-component space with the Euclidean norm. The set `pairResiduals a b` contains the squared norms of all combinations `c • a + d • b` with `c + d = 1`. The coefficients are real and may be negative, as in ordinary DIIS. `IsLeast S m` means that `m` belongs to `S` and is a lower bound for it, so here it describes a minimum that some choice of coefficients attains.

`residuals_after_discarding` contains the table, for every `R > 0`. `norm_ordering` puts the three norms in order under the stronger condition `√2 < R`. `discard_largest_counterexample` sets `R = 3` and states the original claim with norms instead of squared norms.

For DIIS acceleration of self-consistent-field calculations, the example shows that error norm alone can be a poor criterion for choosing which vectors to keep, in a model with three prescribed real errors and one linear extrapolation. No Fock matrices or nonlinear iteration generate these errors, and the theorems say nothing about the error after the next iteration, about numerical conditioning, or about how often such a configuration occurs.

## Where the conditions matter

If $R=1$, the norm condition fails and $e_2$ is the largest error. Discarding the largest then leaves $e_1=(1,0)$ and $e_3=(-1,0)$, whose average is zero, so the rule makes the best choice.

Distinctness matters for the general criterion that zero is reachable exactly when $G=0$. For $a=b=(1,0)$ the Gram determinant vanishes, but every sum-one combination is $(1,0)$, with norm 1.

## How the proof follows the calculation

`residual_complete_square` is the identity for $D\|ca+db\|^2$. It substitutes `d = 1 - c`, expands the squared norms as inner products, and leaves the remaining polynomial identity to `ring`.

`isLeast_pairResiduals` has two halves. The first supplies the optimal coefficient, checks that the square vanishes there, and divides by $D$. The second takes arbitrary coefficients and uses `sq_nonneg`: the square can only add to $G$, so no residual lies below $G/D$.

`zero_mem_pairResiduals_iff` gives the criterion for reaching zero. If a residual is zero, then $G$ plus a square is zero; Cauchy–Schwarz gives $G\ge0$, hence $G=0$. Conversely, if $G=0$, the attained minimum is zero. The example itself does not need this lemma.

`isLeast_plane` rewrites the norms and the inner product in coordinates, which turns $G/D$ into the squared determinant over the squared distance. `residuals_after_discarding` applies it to each retained pair and simplifies the values, while `norm_ordering` compares the squared norms and then passes to the norms.

In the final theorem, membership of zero in the residual set for `e1` and `e3 3` provides the coefficients, and a vanishing squared norm forces the combination itself to be zero. For `e1` and `e2`, the lower bound gives $1\le\|ce_1+de_2\|^2$. Since a norm is nonnegative, `nlinarith` concludes that the norm is at least 1.
